# Largest projection weights need not give the largest determinant overlap: a two-electron example in $\mathbb{R}^5$

In a self-consistent-field calculation that follows an excited state, each diagonalisation of the Fock matrix yields a new orthonormal set of orbitals, and one must decide which of them to occupy. One rule of the maximum-overlap type projects every new orbital onto the space occupied in a reference determinant and occupies those with the largest squared projections, in the hope of keeping the new determinant close to the reference. For two same-spin electrons in real orbitals and a finite orthonormal basis, the example below shows that this ranking can select a determinant orthogonal to the reference while another choice has overlap $1/\sqrt6$.

## Weights, minors and the Gram identity

Take the new orbitals as the basis vectors $e_i$ of $\mathbb{R}^n$, with indices counted from $0$. The two reference orbitals $\psi_0,\psi_1$ are the columns of an $n\times2$ matrix $C$, so that $C_{ia}=\langle e_i|\psi_a\rangle$ for $a=0,1$. The projection weight of $e_i$ and the density matrix $P$, names that presuppose orthonormal $\psi_0,\psi_1$, are

$$w_i=C_{i0}^2+C_{i1}^2,\qquad P=CC^{\mathsf T},\qquad P_{ij}=C_{i0}C_{j0}+C_{i1}C_{j1},$$

and setting $j=i$ gives $w_i=P_{ii}$.

An $n\times2$ orbital matrix $A$ defines the two-electron amplitude $\Phi_A(k,l)=\tfrac{1}{\sqrt2}(A_{k0}A_{l1}-A_{k1}A_{l0})$. For a second matrix $B$ put $S=A^{\mathsf T}B$, with $S_{ab}=\sum_k A_{ka}B_{kb}$. Multiplying out the two brackets and summing over $k$ and $l$ gives four terms,

$$\sum_{k,l}\Phi_A(k,l)\Phi_B(k,l)=\tfrac12\left(S_{00}S_{11}-S_{01}S_{10}-S_{10}S_{01}+S_{11}S_{00}\right)=\det S .$$

Let $A$ have the columns $e_i$ and $e_j$, and let $B=C$. The first row of $S$ is then row $i$ of $C$ and the second is row $j$, so the overlap $D_{ij}$ of the determinant $|e_ie_j|$ with the reference is the minor

$$D_{ij}=C_{i0}C_{j1}-C_{i1}C_{j0}.$$

Now expand the two products

$$w_iw_j=C_{i0}^2C_{j0}^2+C_{i0}^2C_{j1}^2+C_{i1}^2C_{j0}^2+C_{i1}^2C_{j1}^2,$$

$$P_{ij}^2=C_{i0}^2C_{j0}^2+2C_{i0}C_{j0}C_{i1}C_{j1}+C_{i1}^2C_{j1}^2 .$$

Their difference is $C_{i0}^2C_{j1}^2-2C_{i0}C_{j1}C_{i1}C_{j0}+C_{i1}^2C_{j0}^2$, the square of the minor:

$$D_{ij}^2=w_iw_j-P_{ij}^2 .$$

Hence $D_{ij}^2\le w_iw_j$, with equality exactly when $P_{ij}=0$. The weights are the squared lengths of rows $i$ and $j$ of $C$, seen as vectors in the plane, and $|D_{ij}|$ is the area of the parallelogram that they span. The two weights do not in general determine the angle between the rows. For orthonormal reference orbitals they do restrict it: $1-P$ is then a projector as well, so for $i\ne j$ one has $P_{ij}^2\le(1-w_i)(1-w_j)$ and hence $D_{ij}^2\ge w_i+w_j-1$, a bound that is not proved in the Lean code below. It excludes a vanishing overlap only when $w_i+w_j>1$, and the example below has $w_0+w_1=1$.

## Two orbitals on disjoint sets of basis vectors

In $\mathbb{R}^5$, with basis $e_0,\dots,e_4$, take

$$\psi_0=\alpha\,(1,1,0,0,0),\qquad \psi_1=\beta\,(0,0,1,1,1),\qquad \alpha=\tfrac{1}{\sqrt2},\quad \beta=\tfrac{1}{\sqrt3}.$$

The squared norms are $2\alpha^2=1$ and $3\beta^2=1$, and $\langle\psi_0|\psi_1\rangle=0$ because no component is nonzero in both. Rows $0$ and $1$ of $C$ equal $(\alpha,0)$, and rows $2,3,4$ equal $(0,\beta)$. The weights are therefore $w_0=w_1=\alpha^2=\tfrac12$ and $w_2=w_3=w_4=\beta^2=\tfrac13$.

If $i$ and $j$ lie in the same group, the two rows coincide and the minor vanishes: $\alpha\cdot0-0\cdot\alpha=0$ in the first group, $0\cdot\beta-\beta\cdot0=0$ in the second. For $i\in\{0,1\}$ and $j\in\{2,3,4\}$ it is $\alpha\beta-0=1/\sqrt6$, and in the reversed order $0-\beta\alpha=-1/\sqrt6$. Ranking by weight selects $e_0,e_1$ without any tie at the cut, and $D_{01}=0$, whereas $D_{02}=1/\sqrt6$ is the largest modulus among all $D_{ij}$. The Gram identity agrees: $P_{01}=\tfrac12$ gives $D_{01}^2=\tfrac14-\tfrac14=0$, and $P_{02}=0$ gives $D_{02}^2=\tfrac12\cdot\tfrac13=\tfrac16$. Both $e_0$ and $e_1$ project onto the same orbital $\psi_0$, and their difference $e_0-e_1$ is orthogonal to the whole occupied space.

## Overlap, basis pair, weight and density in Lean

The type `n` labels the basis vectors and may be any finite set; the mathematical $n$ above is its number of elements.

```lean
import Mathlib

open Matrix

namespace MaximumOverlapCounterexample

noncomputable section

variable {n : Type*} [Fintype n] [DecidableEq n]
```

An orbital matrix has the type `Matrix n (Fin 2) ℝ`: rows are basis vectors, the two columns are orbitals, and all coefficients are real. The overlap of two determinants is defined as $\det(A^{\mathsf T}B)$. The reduction of the two-electron scalar product to this determinant, carried out above, thus enters the Lean development as a definition and is not proved there. No metric matrix stands between $A^{\mathsf T}$ and $B$, which means that the basis is orthonormal.

```lean
/-- Overlap of the two-electron Slater determinants whose orbitals are the columns of `A`
and of `B`: the determinant of the orbital overlap matrix `Aᵀ B`. -/
def detOverlap (A B : Matrix n (Fin 2) ℝ) : ℝ := (Aᵀ * B).det
```

In `basisPair i j` the list `![i, j]` assigns $i$ to column $0$ and $j$ to column $1$, and the entry in row `k` is $1$ when `k` is the assigned index. The pair is ordered, which fixes the sign of the overlap, and $i=j$ is allowed; the determinant then puts two electrons into one orbital and its overlap is zero.

```lean
/-- Orbital matrix whose two columns are the basis vectors `e_i` and `e_j`. -/
def basisPair (i j : n) : Matrix n (Fin 2) ℝ :=
  Matrix.of fun k a => if k = ![i, j] a then 1 else 0
```

The weight is $w_i=\sum_a C_{ia}^2$, the squared form with no square root taken.

```lean
/-- Projection weight of the basis vector `e_i`: the sum of its squared overlaps with the
two occupied orbitals, the columns of `C`. -/
def weight (C : Matrix n (Fin 2) ℝ) (i : n) : ℝ := ∑ a, C i a ^ 2
```

The definition takes $CC^{\mathsf T}$ for any $C$. When the columns of $C$ are orthonormal, this is the one-particle density matrix of the determinant and the projector onto the occupied space, and $w_i$ is the squared length of the projection of $e_i$.

```lean
/-- The one-particle density matrix `C Cᵀ` of the occupied orbitals. -/
def density (C : Matrix n (Fin 2) ℝ) : Matrix n n ℝ := C * Cᵀ
```

## The identities for an arbitrary coefficient matrix

The next four theorems hold for every real $n\times2$ matrix $C$, with no orthonormality hypothesis. The first is $w_i=P_{ii}$: writing the matrix product as a sum over $a$ and the square as a product makes the two sides identical.

```lean
omit [Fintype n] [DecidableEq n] in
/-- The projection weight of `e_i` is the diagonal element of the density matrix. -/
theorem weight_eq_density (C : Matrix n (Fin 2) ℝ) (i : n) :
    weight C i = density C i i := by
  simp [weight, density, Matrix.mul_apply, sq]
```

The minor formula follows the derivation above. The auxiliary statement `h` says that entry $(a,b)$ of the orbital overlap matrix is the entry of $C$ in column $b$ and in row $i$ or $j$, according to $a$; in the sum over rows only one term survives. `Matrix.det_fin_two` writes the $2\times2$ determinant in its four entries, and each is replaced by means of `h`.

```lean
/-- The overlap of the determinant of `e_i, e_j` with the occupied determinant is the
2×2 minor of the coefficient matrix on rows `i` and `j`. -/
theorem overlap_eq_minor (C : Matrix n (Fin 2) ℝ) (i j : n) :
    detOverlap (basisPair i j) C = C i 0 * C j 1 - C i 1 * C j 0 := by
  -- multiplying by the transposed basis pair selects rows i and j
  have h : ∀ a b, ((basisPair i j)ᵀ * C) a b = C (![i, j] a) b := by
    intro a b
    simp [basisPair, Matrix.mul_apply]
  rw [detOverlap, Matrix.det_fin_two, h, h, h, h]
  simp
```

For the Gram identity the overlap is replaced by the minor, the weights and $P_{ij}$ are written as two-term sums, and `ring` performs the expansion and cancellation displayed earlier.

```lean
/-- The squared overlap with the determinant of `e_i, e_j` is the product of the two
weights minus the square of the density-matrix element `P_ij`. -/
theorem overlap_sq (C : Matrix n (Fin 2) ℝ) (i j : n) :
    detOverlap (basisPair i j) C ^ 2
      = weight C i * weight C j - density C i j ^ 2 := by
  rw [overlap_eq_minor]
  simp only [weight, density, Matrix.mul_apply, Matrix.transpose_apply, Fin.sum_univ_two]
  ring
```

The bound and its equality case come in one statement. After inserting the Gram identity, the inequality says that subtracting the square $P_{ij}^2\ge0$ does not increase $w_iw_j$. Equality reduces through `sub_eq_self` to $P_{ij}^2=0$, which is equivalent to $P_{ij}=0$.

```lean
/-- The product of the weights of `e_i` and `e_j` bounds the squared determinant overlap
from above, with equality exactly when `P_ij = 0`. -/
theorem overlap_sq_le_weights (C : Matrix n (Fin 2) ℝ) (i j : n) :
    detOverlap (basisPair i j) C ^ 2 ≤ weight C i * weight C j ∧
    (detOverlap (basisPair i j) C ^ 2 = weight C i * weight C j ↔ density C i j = 0) := by
  rw [overlap_sq]
  refine ⟨sub_le_self _ (sq_nonneg _), ?_⟩
  rw [sub_eq_self]
  exact pow_eq_zero_iff two_ne_zero
```

## The five-dimensional example

The matrix `occ` is entered row by row, already normalised, with `(√2)⁻¹` for $\alpha$ and `(√3)⁻¹` for $\beta$. Its rows are indexed by `Fin 5`, that is by $0,\dots,4$ as in the text.

```lean
/-- The occupied orbitals `(1,1,0,0,0)/√2` and `(0,0,1,1,1)/√3` in `ℝ⁵`, as columns. -/
def occ : Matrix (Fin 5) (Fin 2) ℝ :=
  !![(√2)⁻¹, 0; (√2)⁻¹, 0; 0, (√3)⁻¹; 0, (√3)⁻¹; 0, (√3)⁻¹]
```

Orthonormality is the matrix equation $C^{\mathsf T}C=1$. The proof first establishes $\alpha\alpha=\tfrac12$ and $\beta\beta=\tfrac13$ as `h2` and `h3`, then uses `generalize` to replace the inverse roots by symbols `a` and `b` that are known only through these relations. Of the four entries, the off-diagonal ones vanish term by term, and the diagonal ones, $2\alpha^2=1$ and $3\beta^2=1$, are linear in the products and fall to `linarith`. This theorem is not used by the later ones. It is what justifies reading `weight occ i` as a projection weight and the overlaps as those of a normalised reference determinant.

```lean
/-- The two occupied orbitals are orthonormal. -/
theorem occ_orthonormal : occᵀ * occ = 1 := by
  have h2 : (√2 : ℝ)⁻¹ * (√2)⁻¹ = 1 / 2 := by
    rw [← mul_inv, Real.mul_self_sqrt (by norm_num : (0 : ℝ) ≤ 2), one_div]
  have h3 : (√3 : ℝ)⁻¹ * (√3)⁻¹ = 1 / 3 := by
    rw [← mul_inv, Real.mul_self_sqrt (by norm_num : (0 : ℝ) ≤ 3), one_div]
  unfold occ
  generalize (√2 : ℝ)⁻¹ = a at h2 ⊢
  generalize (√3 : ℝ)⁻¹ = b at h3 ⊢
  ext i j
  rw [Matrix.mul_apply]
  fin_cases i <;> fin_cases j <;> simp [Fin.sum_univ_succ] <;> linarith
```

The weights are stated for all five indices at once, with `i.val < 2` marking the group $\{0,1\}$. The same substitution is made, and `fin_cases i` goes through the five rows.

```lean
/-- The first two basis vectors have projection weight `1/2`, the other three `1/3`. -/
theorem occ_weight (i : Fin 5) :
    weight occ i = if i.val < 2 then 1 / 2 else 1 / 3 := by
  have h2 : (√2 : ℝ)⁻¹ ^ 2 = 1 / 2 := by
    rw [inv_pow, Real.sq_sqrt (by norm_num : (0 : ℝ) ≤ 2), one_div]
  have h3 : (√3 : ℝ)⁻¹ ^ 2 = 1 / 3 := by
    rw [inv_pow, Real.sq_sqrt (by norm_num : (0 : ℝ) ≤ 3), one_div]
  unfold weight occ
  generalize (√2 : ℝ)⁻¹ = a at h2 ⊢
  generalize (√3 : ℝ)⁻¹ = b at h3 ⊢
  fin_cases i <;> simp [Fin.sum_univ_two, h2, h3]
```

The table of overlaps covers all 25 ordered pairs. The first condition, `i.val < 2 ∧ 2 ≤ j.val`, is the case $+1/\sqrt6$, the second is the reversed order with $-1/\sqrt6$, and everything else, the diagonal included, is zero. The step `h6` is $1/\sqrt6=\alpha\beta$; with the minor formula in place, each pair evaluates to $\alpha\beta$, $-\alpha\beta$ or $0$, and no property of the roots is needed beyond `h6`.

```lean
/-- The overlap of the occupied determinant with that of `e_i, e_j` is `±1/√6` when one
vector is among the first two and the other among the last three, and zero otherwise. -/
theorem occ_overlap (i j : Fin 5) :
    detOverlap (basisPair i j) occ =
      if i.val < 2 ∧ 2 ≤ j.val then (√6)⁻¹
      else if 2 ≤ i.val ∧ j.val < 2 then -(√6)⁻¹ else 0 := by
  -- 1/√6 is the product of the two normalisation factors
  have h6 : (√6 : ℝ)⁻¹ = (√2)⁻¹ * (√3)⁻¹ := by
    rw [← mul_inv, ← Real.sqrt_mul (by norm_num : (0 : ℝ) ≤ 2)]
    norm_num
  rw [overlap_eq_minor, h6]
  unfold occ
  generalize (√2 : ℝ)⁻¹ = a
  generalize (√3 : ℝ)⁻¹ = b
  fin_cases i <;> fin_cases j <;> simp [mul_comm]
```

## The counter-example as one theorem

The final theorem has no hypotheses and is a conjunction of seven statements about `occ`. It says that $w_0=\tfrac12$ and $w_1=\tfrac12$; that $w_k<\tfrac12$ for every $k\ge2$, so the two largest weights belong to $e_0$ and $e_1$; that $D_{01}=0$; that $D_{02}=1/\sqrt6$ and $D_{02}>0$; and that $|D_{ij}|\le D_{02}$ for all $i,j$. The modulus is the relevant quantity because exchanging the two orbitals reverses the sign.

The maximum is taken over pairs of basis vectors, the choices open to an occupation rule, and not over determinants of arbitrary orbitals. It is not claimed to be unique: by `occ_overlap`, any one vector from each group reaches the same modulus. The theorem concerns one selection step for two electrons in five real orbitals. It treats neither spin, nor complex coefficients, nor more electrons, and it says nothing on how often such a situation arises or how a self-consistent iteration proceeds from it.

The proof reads the values from `occ_weight` and `occ_overlap`, with `decide` settling the index conditions for the fixed indices $0,1,2$. For general $k\ge2$, `omega` excludes $k<2$ and `norm_num` confirms $\tfrac13<\tfrac12$. In the last part `split_ifs` separates the three possible values of $D_{ij}$; their moduli are $1/\sqrt6$, $1/\sqrt6$ and $0$, and each comparison rests on the positivity `hp` of $1/\sqrt6$.

```lean
/-- The first two basis vectors have weight `1/2`, larger than all others, yet their
determinant has overlap zero with the occupied one; the first and third give overlap
`1/√6 > 0`, which no pair of basis vectors exceeds in modulus. -/
theorem max_weight_not_max_overlap :
    weight occ 0 = 1 / 2 ∧ weight occ 1 = 1 / 2 ∧
    (∀ k : Fin 5, 2 ≤ k.val → weight occ k < 1 / 2) ∧
    detOverlap (basisPair 0 1) occ = 0 ∧
    detOverlap (basisPair 0 2) occ = (√6)⁻¹ ∧
    0 < detOverlap (basisPair 0 2) occ ∧
    ∀ i j : Fin 5, |detOverlap (basisPair i j) occ| ≤ detOverlap (basisPair 0 2) occ := by
  have hp : (0 : ℝ) < (√6)⁻¹ := by positivity
  have h02 : detOverlap (basisPair 0 2) occ = (√6)⁻¹ := by
    rw [occ_overlap, if_pos (by decide)]
  refine ⟨?_, ?_, ?_, ?_, h02, by rw [h02]; exact hp, ?_⟩
  · rw [occ_weight, if_pos (by decide)]
  · rw [occ_weight, if_pos (by decide)]
  · intro k hk
    rw [occ_weight, if_neg (by omega)]
    norm_num
  · rw [occ_overlap, if_neg (by decide), if_neg (by decide)]
  · -- every overlap is 1/√6, -1/√6 or 0
    intro i j
    rw [h02, occ_overlap]
    split_ifs
    · exact (abs_of_pos hp).le
    · rw [abs_neg]
      exact (abs_of_pos hp).le
    · rw [abs_zero]
      exact hp.le

end

end MaximumOverlapCounterexample
```

```lean
#print axioms MaximumOverlapCounterexample.weight_eq_density
#print axioms MaximumOverlapCounterexample.overlap_sq_le_weights
#print axioms MaximumOverlapCounterexample.occ_orthonormal
#print axioms MaximumOverlapCounterexample.max_weight_not_max_overlap
```

```
'MaximumOverlapCounterexample.weight_eq_density' depends on axioms: [propext, Classical.choice, Quot.sound]
'MaximumOverlapCounterexample.overlap_sq_le_weights' depends on axioms: [propext, Classical.choice, Quot.sound]
'MaximumOverlapCounterexample.occ_orthonormal' depends on axioms: [propext, Classical.choice, Quot.sound]
'MaximumOverlapCounterexample.max_weight_not_max_overlap' depends on axioms: [propext, Classical.choice, Quot.sound]
```
